# At tree level, the recoil polarization ratio $P_x/P_z$ in the Breit frame is proportional to $G_E/G_M$

## Why doesn't the unpolarized part of the scattering spoil the ratio?

A longitudinally polarized electron beam hits an unpolarized proton target, and a polarimeter measures the spin of the recoiling protons. I have read that two components of that spin give the ratio of the electric to the magnetic form factor, $G_E/G_M$, without a separate measurement of the cross section. But most of the lepton tensor has nothing to do with the beam's helicity, and that part alone gives the spin-summed rate, however strongly the beam is polarized. Why does it not add its own contribution to the recoil spin and contaminate the ratio? And which combination of $P_x$ and $P_z$ is independent of the beam polarization?

## Only the antisymmetric, helicity-dependent part reaches the recoil spin

With one exchanged photon and real form factors, the spin-dependent hadron tensor is antisymmetric in the Breit frame. The helicity-independent lepton tensor is symmetric, so their contraction vanishes. What remains is linear in the beam polarization $h$, which cancels between $P_x$ and $P_z$.

**The hadron side.** In the Breit frame the photon carries no energy, and $q=(0,0,0,Q)$. Between two-component spinors, the current of a spin-1/2 hadron of mass $M$ is $J^0=2MG_E$ and $\mathbf J=iG_M\,\boldsymbol\sigma\times\mathbf q$, so

$$J^x=iG_MQ\,\sigma_y,\qquad J^y=-iG_MQ\,\sigma_x,\qquad J^z=0.$$

For an unpolarized target, the recoil spin along axis $a$ is governed by $T_a^{mn}=\mathrm{Tr}(\sigma_aJ^mJ^{n\dagger})$. For $m=n$ the product $J^mJ^{m\dagger}$ is a multiple of the identity, and the trace vanishes. The other products follow from $\sigma_i^2=1$ and $\sigma_y\sigma_x=-i\sigma_z$:

$$T_x^{02}=2MG_E\cdot iG_MQ\,\mathrm{Tr}(\sigma_x^2)=4iMQG_EG_M,$$
$$T_y^{01}=2MG_E\cdot(-iG_MQ)\,\mathrm{Tr}(\sigma_y^2)=-4iMQG_EG_M,$$
$$T_z^{12}=(iG_MQ)^2\,\mathrm{Tr}(\sigma_z\sigma_y\sigma_x)=2iG_M^2Q^2.$$

Exchanging $m$ and $n$ reverses each sign, and all other entries are zero. Hence $T_a^{mn}=-T_a^{nm}$. If $S_{mn}$ is symmetric, renaming the indices gives $\sum S_{mn}T_a^{mn}=-\sum S_{mn}T_a^{mn}$, so the sum is zero.

**The lepton side.** For a massless lepton with incoming momentum $k$ and outgoing momentum $k'=k-q$,

$$L_{mn}=k_mk'_n+k'_mk_n-g_{mn}\,k\cdot k'+ih\,\varepsilon_{mnab}k^aq^b .$$

The first three terms are symmetric and drop out. In the last, only $b=3$ contributes. With $\varepsilon_{0123}=1$, the entries of $E_{mn}=\varepsilon_{mnab}k^aq^b$ above the diagonal are

$$E_{01}=k_yQ,\qquad E_{02}=-k_xQ,\qquad E_{12}=k_0Q,$$

and the rest vanish. Here $k_x,k_y$ are the ordinary spatial components.

**The contraction.** Both factors are antisymmetric, so each pair of indices counts twice:

$$P_x=2ih\,(-k_xQ)(4iMQG_EG_M)=8hMQ^2G_EG_M\,k_x,$$
$$P_y=2ih\,(k_yQ)(-4iMQG_EG_M)=8hMQ^2G_EG_M\,k_y,$$
$$P_z=2ih\,(k_0Q)(2iG_M^2Q^2)=-4hG_M^2Q^3\,k_0.$$

If the scattering plane is the $xz$ plane, $k_y=0$ and $P_y=0$. Multiplying $P_x$ by $G_MQk_0$ and $P_z$ by $-2MG_Ek_x$ gives $8hMQ^3G_EG_M^2k_0k_x$ both times, so

$$G_M\,Q\,k_0\,P_x=-2M\,G_E\,k_x\,P_z .$$

These $P_a$ are polarizations multiplied by the spin-summed rate. For an on-shell massless lepton with $k_y=0$, that rate is $N=16M^2G_E^2k_x^2+2G_M^2Q^2(2k_x^2+Q^2)$ in the same units, and the polarization itself is $P_a/N$. The ratio does not need $N$, which is why no separate cross section enters.

Here is the calculation in Lean 4.

```lean
import Mathlib

open Matrix Complex

namespace BreitPolarizationTransfer

noncomputable section

/-- The three Pauli matrices. -/
def pauli : Fin 3 → Matrix (Fin 2) (Fin 2) ℂ :=
  ![!![0, 1; 1, 0], !![0, -I; I, 0], !![1, 0; 0, -1]]

/-- The momentum transfer in the Breit frame, `q = (0, 0, 0, Q)`. -/
def breitQ (Q : ℝ) : Fin 4 → ℝ := ![0, 0, 0, Q]

/-- The hadron current between two-component spinors: `J⁰ = 2M G_E` and `J = i G_M σ × q`. -/
def current (M GE GM : ℝ) (q : Fin 4 → ℝ) : Fin 4 → Matrix (Fin 2) (Fin 2) ℂ :=
  ![(2 * M * GE : ℂ) • 1,
    (I * GM) • ((q 3 : ℂ) • pauli 1 - (q 2 : ℂ) • pauli 2),
    (I * GM) • ((q 1 : ℂ) • pauli 2 - (q 3 : ℂ) • pauli 0),
    (I * GM) • ((q 2 : ℂ) • pauli 0 - (q 1 : ℂ) • pauli 1)]

/-- The spin-dependent hadron tensor `Tr(σ_a J^m J^n†)`. -/
def spinTensor (M GE GM : ℝ) (q : Fin 4 → ℝ) (a : Fin 3) (m n : Fin 4) : ℂ :=
  (pauli a * current M GE GM q m * (current M GE GM q n)ᴴ).trace

/-- The Levi-Civita symbol with `ε_0123 = 1`, written as a product of index differences. -/
def eps (m n a b : Fin 4) : ℝ :=
  let x : Fin 4 → ℝ := ![0, 1, 2, 3]
  (x n - x m) * (x a - x m) * (x b - x m) * (x a - x n) * (x b - x n) * (x b - x a) / 12

/-- The contraction `ε_{mnab} k^a q^b`. -/
def epsContr (k q : Fin 4 → ℝ) (m n : Fin 4) : ℝ :=
  ∑ a, ∑ b, eps m n a b * k a * q b

/-- The diagonal of the Minkowski metric, signature `(+,-,-,-)`. -/
def metric : Fin 4 → ℝ := ![1, -1, -1, -1]

/-- The symmetric lepton tensor `k_m k'_n + k'_m k_n - g_mn k·k'`. -/
def leptonSym (k k' : Fin 4 → ℝ) (m n : Fin 4) : ℝ :=
  metric m * k m * (metric n * k' n) + metric m * k' m * (metric n * k n)
    - (if m = n then metric m else 0) * ∑ a, metric a * k a * k' a

/-- The tensor of a massless lepton with longitudinal polarization `h`, in the sign convention where
a right-handed lepton has `h = -1`, incoming momentum `k` and outgoing momentum `k - q`, up to a
constant factor. -/
def leptonTensor (h : ℝ) (k q : Fin 4 → ℝ) (m n : Fin 4) : ℂ :=
  (leptonSym k (k - q) m n : ℂ) + I * h * (epsContr k q m n : ℂ)

/-- The recoil spin along axis `a` in the Breit frame: the polarization times the spin-summed
rate, up to a constant factor. -/
def recoilSpin (M GE GM Q h : ℝ) (k : Fin 4 → ℝ) (a : Fin 3) : ℂ :=
  ∑ m, ∑ n, leptonTensor h k (breitQ Q) m n * spinTensor M GE GM (breitQ Q) a m n

/-- The four components of the hadron current in the Breit frame as explicit matrices. -/
theorem current_breit (M GE GM Q : ℝ) :
    current M GE GM (breitQ Q) =
      (![!![2 * M * GE, 0; 0, 2 * M * GE], !![0, GM * Q; -(GM * Q), 0],
        !![0, -(I * GM * Q); -(I * GM * Q), 0], !![0, 0; 0, 0]] :
        Fin 4 → Matrix (Fin 2) (Fin 2) ℂ) := by
  refine funext fun m => Matrix.ext fun i j => ?_
  fin_cases m <;> fin_cases i <;> fin_cases j <;> apply Complex.ext <;>
    simp [-mul_eq_mul_right_iff, -mul_eq_mul_left_iff, current, breitQ, pauli]

/-- The Hermitian conjugates of the four current components in the Breit frame. -/
theorem current_adjoint (M GE GM Q : ℝ) (n : Fin 4) :
    (current M GE GM (breitQ Q) n)ᴴ =
      (![!![2 * M * GE, 0; 0, 2 * M * GE], !![0, -(GM * Q); GM * Q, 0],
        !![0, I * GM * Q; I * GM * Q, 0], !![0, 0; 0, 0]] :
        Fin 4 → Matrix (Fin 2) (Fin 2) ℂ) n := by
  rw [current_breit]
  refine Matrix.ext fun i j => ?_
  rw [Matrix.conjTranspose_apply]
  fin_cases n <;> fin_cases i <;> fin_cases j <;> apply Complex.ext <;> simp

set_option maxHeartbeats 400000 in
/-- The spin-dependent hadron tensor in the Breit frame, one table for each spin axis. -/
theorem spinTensor_breit (M GE GM Q : ℝ) (a : Fin 3) (m n : Fin 4) :
    spinTensor M GE GM (breitQ Q) a m n =
      (![!![0, 0, 4 * I * M * Q * GE * GM, 0; 0, 0, 0, 0;
            -(4 * I * M * Q * GE * GM), 0, 0, 0; 0, 0, 0, 0],
         !![0, -(4 * I * M * Q * GE * GM), 0, 0; 4 * I * M * Q * GE * GM, 0, 0, 0;
            0, 0, 0, 0; 0, 0, 0, 0],
         !![0, 0, 0, 0; 0, 0, 2 * I * GM ^ 2 * Q ^ 2, 0;
            0, -(2 * I * GM ^ 2 * Q ^ 2), 0, 0; 0, 0, 0, 0]] :
        Fin 3 → Matrix (Fin 4) (Fin 4) ℂ) a m n := by
  -- insert the explicit matrices and multiply them out
  rw [spinTensor, current_adjoint, current_breit]
  fin_cases a <;> fin_cases m <;> fin_cases n <;>
    simp only [pauli, Fin.zero_eta, Fin.mk_one, Fin.reduceFinMk, Fin.isValue, Matrix.of_apply,
      Matrix.cons_val, Matrix.mul_fin_two, Matrix.trace_fin_two_of] <;> ring

/-- In the Breit frame `Tr(σ_a J^m J^n†)` is antisymmetric in `m` and `n`. -/
theorem spinTensor_antisymm (M GE GM Q : ℝ) (a : Fin 3) (m n : Fin 4) :
    spinTensor M GE GM (breitQ Q) a m n = -spinTensor M GE GM (breitQ Q) a n m := by
  rw [spinTensor_breit M GE GM Q a m n, spinTensor_breit M GE GM Q a n m]
  fin_cases a <;> fin_cases m <;> fin_cases n <;> simp

/-- A symmetric lepton tensor produces no recoil spin. -/
theorem symmetric_part_drops (M GE GM Q : ℝ) (a : Fin 3) (S : Fin 4 → Fin 4 → ℂ)
    (hS : ∀ m n, S m n = S n m) :
    ∑ m, ∑ n, S m n * spinTensor M GE GM (breitQ Q) a m n = 0 := by
  -- exchanging the two indices reverses the sign of the sum
  have h : ∑ m, ∑ n, S m n * spinTensor M GE GM (breitQ Q) a m n
      = -∑ m, ∑ n, S m n * spinTensor M GE GM (breitQ Q) a m n := by
    calc _ = ∑ n, ∑ m, S m n * spinTensor M GE GM (breitQ Q) a m n := Finset.sum_comm
      _ = _ := by
        simp only [← Finset.sum_neg_distrib]
        refine Finset.sum_congr rfl fun n _ => Finset.sum_congr rfl fun m _ => ?_
        linear_combination spinTensor M GE GM (breitQ Q) a m n * hS m n
          + S n m * spinTensor_antisymm M GE GM Q a m n
  linear_combination (1 / 2 : ℂ) * h

/-- The contraction `ε_{mnab} k^a q^b` in the Breit frame. -/
theorem epsContr_breit (k : Fin 4 → ℝ) (Q : ℝ) (m n : Fin 4) :
    epsContr k (breitQ Q) m n =
      !![0, k 2 * Q, -(k 1 * Q), 0; -(k 2 * Q), 0, k 0 * Q, 0;
         k 1 * Q, -(k 0 * Q), 0, 0; 0, 0, 0, 0] m n := by
  fin_cases m <;> fin_cases n <;>
    simp [-mul_eq_mul_right_iff, epsContr, eps, breitQ, Fin.sum_univ_four] <;> ring

/-- The three components of the recoil spin in the Breit frame, for any lepton momentum `k`. -/
theorem recoilSpin_breit (M GE GM Q h : ℝ) (k : Fin 4 → ℝ) :
    recoilSpin M GE GM Q h k 0 = 8 * h * M * Q ^ 2 * GE * GM * k 1 ∧
    recoilSpin M GE GM Q h k 1 = 8 * h * M * Q ^ 2 * GE * GM * k 2 ∧
    recoilSpin M GE GM Q h k 2 = -(4 * h * GM ^ 2 * Q ^ 3 * k 0) := by
  have hsym : ∀ m n, (leptonSym k (k - breitQ Q) m n : ℂ)
      = (leptonSym k (k - breitQ Q) n m : ℂ) := by
    intro m n
    rcases eq_or_ne m n with rfl | hmn
    · rfl
    · congr 1
      simp only [leptonSym, if_neg hmn, if_neg hmn.symm]
      ring
  -- only the helicity-dependent part of the lepton tensor survives
  have split : ∀ a, recoilSpin M GE GM Q h k a = ∑ m, ∑ n,
      I * h * (epsContr k (breitQ Q) m n : ℂ) * spinTensor M GE GM (breitQ Q) a m n := by
    intro a
    simp only [recoilSpin, leptonTensor, add_mul, Finset.sum_add_distrib]
    rw [symmetric_part_drops M GE GM Q a _ hsym, zero_add]
  refine ⟨?_, ?_, ?_⟩
  · rw [split]
    simp only [Fin.sum_univ_four, epsContr_breit, spinTensor_breit, Matrix.of_apply,
      Matrix.cons_val]
    push_cast
    linear_combination (-(8 * h * M * Q ^ 2 * GE * GM * k 1) : ℂ) * I_sq
  · rw [split]
    simp only [Fin.sum_univ_four, epsContr_breit, spinTensor_breit, Matrix.of_apply,
      Matrix.cons_val]
    push_cast
    linear_combination (-(8 * h * M * Q ^ 2 * GE * GM * k 2) : ℂ) * I_sq
  · rw [split]
    simp only [Fin.sum_univ_four, epsContr_breit, spinTensor_breit, Matrix.of_apply,
      Matrix.cons_val]
    push_cast
    linear_combination (4 * h * GM ^ 2 * Q ^ 3 * k 0 : ℂ) * I_sq

/-- Polarization transfer: for `k_y = 0` the recoil spin has `P_y = 0` and
`G_M Q k_0 P_x = -2M G_E k_x P_z`. -/
theorem polarization_transfer (M GE GM Q h : ℝ) (k : Fin 4 → ℝ) (hk : k 2 = 0) :
    recoilSpin M GE GM Q h k 1 = 0 ∧
    GM * Q * k 0 * recoilSpin M GE GM Q h k 0
      = -2 * M * GE * k 1 * recoilSpin M GE GM Q h k 2 := by
  obtain ⟨hx, hy, hz⟩ := recoilSpin_breit M GE GM Q h k
  refine ⟨by rw [hy, hk]; simp, ?_⟩
  rw [hx, hz]
  ring

/-- If `M`, `Q`, `h`, `G_M`, `k_0` and `k_x` are nonzero, a number `r` with
`Q k_0 P_x = -2M r k_x P_z` is the form factor ratio: `G_E = r G_M`. -/
theorem form_factor_ratio (M GE GM Q h r : ℝ) (k : Fin 4 → ℝ) (hM : M ≠ 0) (hQ : Q ≠ 0)
    (hh : h ≠ 0) (hG : GM ≠ 0) (h0 : k 0 ≠ 0) (h1 : k 1 ≠ 0)
    (hr : Q * k 0 * recoilSpin M GE GM Q h k 0
      = -2 * M * r * k 1 * recoilSpin M GE GM Q h k 2) : GE = r * GM := by
  obtain ⟨hx, -, hz⟩ := recoilSpin_breit M GE GM Q h k
  rw [hx, hz] at hr
  have hr' : Q * k 0 * (8 * h * M * Q ^ 2 * GE * GM * k 1)
      = -2 * M * r * k 1 * (-(4 * h * GM ^ 2 * Q ^ 3 * k 0)) := by exact_mod_cast hr
  have hne : 8 * h * M * Q ^ 3 * k 0 * k 1 * GM ≠ 0 := by simp [*]
  exact mul_left_cancel₀ hne (by linear_combination hr')

end

end BreitPolarizationTransfer
```

```lean
#print axioms BreitPolarizationTransfer.recoilSpin_breit
-- 'BreitPolarizationTransfer.recoilSpin_breit' depends on axioms: [propext, Classical.choice, Quot.sound]
#print axioms BreitPolarizationTransfer.polarization_transfer
-- 'BreitPolarizationTransfer.polarization_transfer' depends on axioms: [propext, Classical.choice, Quot.sound]
#print axioms BreitPolarizationTransfer.form_factor_ratio
-- 'BreitPolarizationTransfer.form_factor_ratio' depends on axioms: [propext, Classical.choice, Quot.sound]
```

### What the Lean statements say

`polarization_transfer` says: for all real $M,G_E,G_M,Q,h$ and every real four-vector `k` with `k 2 = 0`, the $y$ component of the recoil spin is zero and the relation above holds. `form_factor_ratio` runs in the direction an experiment needs. If $M,Q,h,G_M,k_0,k_x$ are nonzero and a real number $r$ satisfies $Qk_0P_x=-2Mr\,k_xP_z$, then $G_E=rG_M$.

Momenta are functions on `Fin 4` with contravariant components, so `k 0` is the energy and `k 1`, `k 2`, `k 3` are $k_x,k_y,k_z$. Spin axes are numbered by `Fin 3`, so `recoilSpin … 0` is $P_x$ and `recoilSpin … 2` is $P_z$. The metric has signature $(+,-,-,-)$. `recoilSpin` is the rate-weighted quantity $P_a$, and its values are complex numbers that turn out to be real.

The sign of `h` differs from the usual helicity. With this index order and $\varepsilon_{0123}=1$, a right-handed lepton has $h=-1$. Angular momentum shows it: a right-handed lepton scattered straight back in the Breit frame gives the hadron one unit of spin along $+z$, whereas the formula for $P_z$ is negative for positive $h$, $Q$ and $k_0$. The sign cancels in the ratio.

The form of the current is put in by definition and not derived from the Dirac vertex. The form factors have type `ℝ`, which stands for elastic scattering at spacelike momentum transfer with one-photon exchange. The lepton is massless in the form of its tensor, but `k` need not satisfy the mass-shell condition.

The step from here to an experiment is the change to laboratory variables. With beam energy $E$, scattered energy $E'$ and scattering angle $\theta$, the invariants give $Qk_0/k_x=(E+E')\tan(\theta/2)$, a conversion left outside the Lean code.

In quantum mechanics, the slope of $G_E$ at small $Q^2$ sets the charge radius that shifts atomic s levels; the tree-level relation here supplies only $G_E/G_M$ at a given $Q$.

### Where the conditions matter

Take $M=h=G_E=G_M=1$ and $Q=2$.

- **The scattering plane.** For $k=(\sqrt2,0,1,1)$, which is a massless momentum with $k_y=1$, the result is $P_y=32$, so $P_y=0$ fails. The relation between $P_x$ and $P_z$ survives, since neither component contains $k_y$.
- **A nonzero $k_x$.** For $k=(1,0,0,1)$ the lepton scatters straight back and $P_x=0$. The equation for $r$ reads $0=0$, so $r=2$ satisfies it although $G_E/G_M=1$.
- **Real form factors.** If $G_E=1$ and $G_M=i$ were allowed, then $T_y^{01}=T_y^{10}=-4MQ$. Antisymmetry fails, and the unpolarized part can then contribute to $P_y$. With $k_y=0$ it still adds nothing to $P_x$ or $P_z$, but $P_x$ is now proportional to the real part of $G_EG_M^*$, which is zero here, so the ratio no longer gives $G_E/G_M$.

### From the matrices to the ratio

`current_breit` and `current_adjoint` write the four currents and their Hermitian conjugates as explicit $2\times2$ matrices, checked entry by entry in real and imaginary parts. `spinTensor_breit` multiplies them out. Its `fin_cases` calls run through all 48 choices of $a,m,n$, and `ring` settles the algebra left in each. The result is the table of $T_a^{mn}$ above, from which `spinTensor_antisymm` reads off the antisymmetry.

`symmetric_part_drops` is the answer to the worry about contamination, and it holds for any symmetric tensor, not only the one for a massless lepton. `Finset.sum_comm` exchanges the two sums, the symmetry of $S$ and the antisymmetry of $T$ turn the sum into its own negative, and the last line concludes that it is zero.

`epsContr_breit` tabulates $E_{mn}$. The Levi-Civita symbol `eps` is a product of index differences divided by 12: it vanishes when two indices agree, changes sign under an exchange, and equals 1 at $0123$.

`recoilSpin_breit` puts the two sides together. Its step `hsym` shows that the helicity-independent tensor is symmetric, and `split` removes it. The three remaining goals are the three contractions done by hand, with `I_sq` supplying $i^2=-1$.

`polarization_transfer` substitutes these components and compares the two products with `ring`. `form_factor_ratio` substitutes them into the equation for $r$, passes from complex to real numbers, and cancels the common factor $8hMQ^3k_0k_xG_M$. That cancellation is where the nonzero conditions are used, and $G_E=rG_M$ remains.
